# Every finite complex antisymmetric matrix is a sum of orthonormal orbital pairs with positive amplitudes

Put two fermions into two orthonormal spin-orbitals $e_1,e_2$. Antisymmetry leaves one free coefficient $c\neq0$:

$$C=\begin{pmatrix}0&c\\-c&0\end{pmatrix},\qquad c=s\,e^{i\varphi},\quad s>0.$$

With $u=e^{i\varphi}e_1$ and $v=e_2$ this is $C=s(uv^T-vu^T)$. Moreover $C\bar v=su$ and $C\bar u=-sv$, so $C$ sends each conjugated orbital to a nonzero multiple of its partner.

With more spin-orbitals, $\Psi(1,2)=\sum_{ij}C_{ij}\,\phi_i(1)\phi_j(2)$ usually contains many determinants that share orbitals. Orbitals can still be chosen so that each one occurs with a single partner. The proof finds one such pair, subtracts it and repeats.

## Wavefunctions as matrices

```lean
import Mathlib

open Matrix
open scoped ComplexOrder

namespace TwoFermionPairedForm

variable {n : Type*} [Fintype n]
```

The finite type `n` labels the spin-orbitals, and an orbital is a coefficient vector `n → ℂ`. The theorems concern the matrix $C$. When the basis $\phi_i$ is orthonormal, overlaps and norms of these coefficients are those of the orbitals and of the wavefunction; that translation is left to the reader.

```lean
/-- The unnormalised two-fermion determinant `u vᵀ - v uᵀ` of the orbitals `u` and `v`. -/
def pairState (u v : n → ℂ) : Matrix n n ℂ := vecMulVec u v - vecMulVec v u
```

`vecMulVec u v` has entries $u_iv_j$, without conjugation, so `pairState u v` is $uv^T-vu^T$. For orthonormal $u,v$ its norm is $\sqrt2$; the normalised determinant has an extra factor $1/\sqrt2$.

```lean
/-- The superposition of the pair states of `u m` and `v m` with real amplitudes `s m`. -/
noncomputable def pairedSum {k : ℕ} (s : Fin k → ℝ) (u v : Fin k → n → ℂ) : Matrix n n ℂ :=
  ∑ m, (s m : ℂ) • pairState (u m) (v m)
```

This is $\sum_m s_m(u_mv_m^T-v_mu_m^T)$. `Fin k` is the set $\{0,\dots,k-1\}$, and `k` may be zero.

```lean
/-- All the orbitals `u m` and `v m` together are orthonormal. -/
structure OrthonormalPairs {k : ℕ} (u v : Fin k → n → ℂ) : Prop where
  uu : ∀ i j, star (u i) ⬝ᵥ u j = if i = j then 1 else 0
  vv : ∀ i j, star (v i) ⬝ᵥ v j = if i = j then 1 else 0
  uv : ∀ i j, star (u i) ⬝ᵥ v j = 0
```

The symbol `⬝ᵥ` is the plain product $x\cdot y=\sum_i x_iy_i$, and `star` conjugates, so `star x ⬝ᵥ y` is the overlap $\bar x\cdot y$. The three fields say that all $2k$ orbitals together are orthonormal.

```lean
/-- Two orthonormal orbitals that `C` couples to each other, after complex conjugation,
with strength `s > 0`. -/
structure PairedOrbitals (C : Matrix n n ℂ) (s : ℝ) (u v : n → ℂ) : Prop where
  pos : 0 < s
  uu : star u ⬝ᵥ u = 1
  vv : star v ⬝ᵥ v = 1
  uv : star u ⬝ᵥ v = 0
  Cv : C *ᵥ star v = (s : ℂ) • u
  Cu : C *ᵥ star u = -((s : ℂ) • v)
```

This records the pattern of the two-orbital case: $u,v$ orthonormal, $s>0$, $C\bar v=su$ and $C\bar u=-sv$.

## Finding one pair

```lean
/-- The bilinear form of an antisymmetric matrix changes sign when its arguments are swapped. -/
theorem form_swap {C : Matrix n n ℂ} (hC : Cᵀ = -C) (x y : n → ℂ) :
    x ⬝ᵥ C *ᵥ y = -(y ⬝ᵥ C *ᵥ x) := by
  rw [Matrix.dotProduct_mulVec, ← Matrix.mulVec_transpose, hC, Matrix.neg_mulVec,
    neg_dotProduct, dotProduct_comm]
```

The hypothesis `Cᵀ = -C` is fermionic antisymmetry. It gives
$$x\cdot Cy=(C^Tx)\cdot y=-y\cdot Cx,$$
and the `rw` steps make the same replacements.

```lean
/-- The action of a scaled pair state on a vector. -/
theorem smul_pairState_mulVec (c : ℂ) (u v x : n → ℂ) :
    (c • pairState u v) *ᵥ x = c • ((x ⬝ᵥ v) • u - (x ⬝ᵥ u) • v) := by
  funext i
  simp only [pairState, mulVec, dotProduct, Matrix.smul_apply, Matrix.sub_apply,
    vecMulVec_apply, Pi.smul_apply, Pi.sub_apply, smul_eq_mul, Finset.sum_mul,
    ← Finset.sum_sub_distrib, Finset.mul_sum]
  exact Finset.sum_congr rfl fun j _ => by ring
```

In ordinary notation, $c(uv^T-vu^T)x=c\,[(x\cdot v)u-(x\cdot u)v]$, checked entry by entry.

```lean
/-- Every nonzero antisymmetric matrix has a pair of coupled orthonormal orbitals. -/
theorem exists_pairedOrbitals {C : Matrix n n ℂ} (hC : Cᵀ = -C) (h0 : C ≠ 0) :
    ∃ s u v, PairedOrbitals C s u v := by
  classical
  have nrm : ∀ x : n → ℂ, star x ⬝ᵥ x = ((∑ i, Complex.normSq (x i) : ℝ) : ℂ) := by
    intro x
    simp only [dotProduct, Complex.ofReal_sum]
    refine Finset.sum_congr rfl fun i _ => ?_
    rw [Complex.normSq_eq_conj_mul_self]
    rfl
  have hne : C * Cᴴ ≠ 0 := fun h => h0 (Matrix.self_mul_conjTranspose_eq_zero.mp h)
  obtain ⟨w, t, ht, hw, hE⟩ :=
    (Matrix.isHermitian_mul_conjTranspose_self C).exists_eigenvector_of_ne_zero hne
  -- normalise the eigenvector
  obtain ⟨v, hv1, hv⟩ : ∃ v : n → ℂ, star v ⬝ᵥ v = 1 ∧ (C * Cᴴ) *ᵥ v = (t : ℂ) • v := by
    have hq : 0 < ∑ i, Complex.normSq (w i) := by
      obtain ⟨i, hi⟩ := Function.ne_iff.mp hw
      exact Finset.sum_pos' (fun _ _ => Complex.normSq_nonneg _)
        ⟨i, Finset.mem_univ i, Complex.normSq_pos.mpr hi⟩
    obtain ⟨r, hr0, hr⟩ : ∃ r : ℝ, 0 < r ∧ r * r = ∑ i, Complex.normSq (w i) :=
      ⟨_, Real.sqrt_pos.mpr hq, Real.mul_self_sqrt hq.le⟩
    have hc : star ((r⁻¹ : ℝ) : ℂ) = ((r⁻¹ : ℝ) : ℂ) := Complex.conj_ofReal _
    refine ⟨((r⁻¹ : ℝ) : ℂ) • w, ?_, ?_⟩
    · have h1 : r⁻¹ * (r⁻¹ * (r * r)) = 1 := by
        rw [inv_mul_cancel_left₀ hr0.ne', inv_mul_cancel₀ hr0.ne']
      rw [star_smul, hc, smul_dotProduct, dotProduct_smul, nrm, ← hr, smul_eq_mul, smul_eq_mul]
      exact_mod_cast h1
    · rw [Matrix.mulVec_smul, hE]
      ext i
      simp only [Pi.smul_apply, smul_eq_mul, Complex.real_smul]
      ring
  -- the eigenvalue is a squared norm
  have htn : 0 ≤ t := by
    have h1 : star v ⬝ᵥ (C * Cᴴ) *ᵥ v = star (Cᴴ *ᵥ v) ⬝ᵥ (Cᴴ *ᵥ v) := by
      rw [Matrix.star_mulVec, conjTranspose_conjTranspose, ← Matrix.dotProduct_mulVec,
        Matrix.mulVec_mulVec]
    rw [hv, dotProduct_smul, hv1, nrm, smul_eq_mul, mul_one] at h1
    rw [Complex.ofReal_injective h1]
    exact Finset.sum_nonneg fun _ _ => Complex.normSq_nonneg _
  have htp : 0 < t := lt_of_le_of_ne htn ht.symm
  obtain ⟨s, hs, hst⟩ : ∃ s : ℝ, 0 < s ∧ s * s = t :=
    ⟨_, Real.sqrt_pos.mpr htp, Real.mul_self_sqrt htn⟩
  have hsC : (s : ℂ) ≠ 0 := Complex.ofReal_ne_zero.mpr hs.ne'
  -- the partner orbital
  obtain ⟨u, hCv, hCu⟩ : ∃ u : n → ℂ,
      C *ᵥ star v = (s : ℂ) • u ∧ C *ᵥ star u = -((s : ℂ) • v) := by
    refine ⟨(s : ℂ)⁻¹ • (C *ᵥ star v), (smul_inv_smul₀ hsC _).symm, ?_⟩
    have hT : Cᴴᵀ = -Cᴴ := by
      ext i j
      have e : C i j = -C j i := congrFun (congrFun hC j) i
      change star (C i j) = -star (C j i)
      rw [e, star_neg]
    have hi : star ((s : ℂ)⁻¹) = (s : ℂ)⁻¹ := by
      rw [star_inv₀]
      exact congrArg (·⁻¹) (Complex.conj_ofReal s)
    rw [star_smul, hi, Matrix.star_mulVec, star_star, ← Matrix.mulVec_transpose, hT,
      Matrix.neg_mulVec, Matrix.mulVec_smul, Matrix.mulVec_neg, Matrix.mulVec_mulVec, hv,
      ← hst, Complex.ofReal_mul, smul_neg, smul_smul, inv_mul_cancel_left₀ hsC]
  have huu := form_swap hC (star u) (star v)
  rw [hCv, hCu, dotProduct_neg, neg_neg, dotProduct_smul, dotProduct_smul, hv1] at huu
  have hvu := form_swap hC (star v) (star v)
  rw [hCv, dotProduct_smul, smul_eq_mul] at hvu
  have hz : (s : ℂ) * (star v ⬝ᵥ u) = 0 := by linear_combination hvu / 2
  refine ⟨s, u, v, hs, mul_left_cancel₀ hsC huu, hv1, ?_, hCv, hCu⟩
  rw [Matrix.star_dotProduct, (mul_eq_zero.mp hz).resolve_left hsC, star_zero]
```

By hand, for $C\neq0$:

1. $CC^\dagger$ is Hermitian and nonzero, so it has a unit eigenvector $v$ with real eigenvalue $t\neq0$. Since $t=\bar v\cdot CC^\dagger v=\|C^\dagger v\|^2\ge0$, we may set $s=\sqrt t>0$.
2. Define $u=C\bar v/s$. Antisymmetry gives $\bar C=-C^\dagger$, so $C\bar u=C\bar Cv/s=-CC^\dagger v/s=-sv$.
3. `form_swap` gives $s\,\bar u\cdot u=\bar u\cdot C\bar v=-\bar v\cdot C\bar u=s$, so $u$ is normalised.
4. It also gives $\bar v\cdot C\bar v=0$, that is $s\,\bar v\cdot u=0$, so $u$ and $v$ are orthogonal.

The Lean proof takes these steps in this order; `obtain` names each object as it is constructed.

## Subtracting it

```lean
/-- A vector annihilated by an antisymmetric `C` has zero bilinear product with both orbitals
of each pair coupled by `C`. -/
theorem kernel_orthogonal {C : Matrix n n ℂ} {s : ℝ} {u v x : n → ℂ} (hC : Cᵀ = -C)
    (h : PairedOrbitals C s u v) (hx : C *ᵥ x = 0) : x ⬝ᵥ u = 0 ∧ x ⬝ᵥ v = 0 := by
  have hs : (s : ℂ) ≠ 0 := Complex.ofReal_ne_zero.mpr h.pos.ne'
  have h1 := form_swap hC x (star v)
  have h2 := form_swap hC x (star u)
  rw [h.Cv, hx, dotProduct_smul, dotProduct_zero, neg_zero, smul_eq_mul] at h1
  rw [h.Cu, hx, dotProduct_neg, dotProduct_smul, dotProduct_zero, neg_zero, neg_eq_zero,
    smul_eq_mul] at h2
  exact ⟨(mul_eq_zero.mp h1).resolve_left hs, (mul_eq_zero.mp h2).resolve_left hs⟩
```

If $Cx=0$, then $0=\bar v\cdot Cx=-x\cdot C\bar v=-s\,x\cdot u$ and $0=\bar u\cdot Cx=-x\cdot C\bar u=s\,x\cdot v$. Despite the name `kernel_orthogonal`, these products carry no conjugation: it is $\bar x$ that is orthogonal to $u$ and $v$.

```lean
/-- Removing a coupled pair from an antisymmetric `C` leaves a matrix that annihilates both
conjugated orbitals and has a strictly larger kernel. -/
theorem deflation {C : Matrix n n ℂ} {s : ℝ} {u v : n → ℂ} (hC : Cᵀ = -C)
    (h : PairedOrbitals C s u v) :
    (C - (s : ℂ) • pairState u v) *ᵥ star u = 0 ∧
    (C - (s : ℂ) • pairState u v) *ᵥ star v = 0 ∧
    LinearMap.ker C.mulVecLin < LinearMap.ker (C - (s : ℂ) • pairState u v).mulVecLin := by
  have hvu : star v ⬝ᵥ u = 0 := by rw [Matrix.star_dotProduct, h.uv, star_zero]
  have hv : (C - (s : ℂ) • pairState u v) *ᵥ star v = 0 := by
    rw [Matrix.sub_mulVec, smul_pairState_mulVec, h.Cv, h.vv, hvu]
    module
  refine ⟨?_, hv, SetLike.lt_iff_le_and_exists.mpr ⟨fun x hx => ?_, star v, hv, fun hk => ?_⟩⟩
  · rw [Matrix.sub_mulVec, smul_pairState_mulVec, h.Cu, h.uu, h.uv]
    module
  · have hx' : C *ᵥ x = 0 := hx
    obtain ⟨h1, h2⟩ := kernel_orthogonal hC h hx'
    change (C - (s : ℂ) • pairState u v) *ᵥ x = 0
    rw [Matrix.sub_mulVec, smul_pairState_mulVec, hx', h1, h2]
    module
  · have hk' : C *ᵥ star v = 0 := hk
    have h1 := (kernel_orthogonal hC h hk').2
    rw [h.vv] at h1
    exact one_ne_zero h1
```

Let $D=C-s(uv^T-vu^T)$. Then
$$D\bar v=su-s\,[(\bar v\cdot v)u-(\bar v\cdot u)v]=0,$$
$$D\bar u=-sv-s\,[(\bar u\cdot v)u-(\bar u\cdot u)v]=0.$$
If $Cx=0$, the previous lemma gives $Dx=0$, so the old kernel survives. It grows strictly, because $\bar v$ is in the new kernel but not in the old one: $\bar v\cdot v=1\neq0$.

## The paired form

```lean
omit [Fintype n] in
/-- Every superposition of pair states is antisymmetric. -/
theorem pairedSum_transpose {k : ℕ} (s : Fin k → ℝ) (u v : Fin k → n → ℂ) :
    (pairedSum s u v)ᵀ = -pairedSum s u v := by
  ext i j
  simp only [pairedSum, pairState, Matrix.transpose_apply, Matrix.neg_apply, Matrix.sum_apply,
    Matrix.smul_apply, Matrix.sub_apply, vecMulVec_apply, smul_eq_mul, ← Finset.sum_neg_distrib]
  exact Finset.sum_congr rfl fun m _ => by ring
```

Transposition exchanges $u_mv_m^T$ and $v_mu_m^T$, so every term changes sign.

```lean
/-- For orthonormal pairs, the paired sum maps each conjugated orbital to its partner, up to
the amplitude and a sign. -/
theorem pairedSum_mulVec {k : ℕ} (s : Fin k → ℝ) {u v : Fin k → n → ℂ}
    (h : OrthonormalPairs u v) (m : Fin k) :
    pairedSum s u v *ᵥ star (v m) = (s m : ℂ) • u m ∧
    pairedSum s u v *ᵥ star (u m) = -((s m : ℂ) • v m) := by
  have hvu : ∀ i j, star (v i) ⬝ᵥ u j = 0 := fun i j => by
    rw [Matrix.star_dotProduct, h.uv, star_zero]
  have act : ∀ x, pairedSum s u v *ᵥ x =
      ∑ j, (s j : ℂ) • ((x ⬝ᵥ v j) • u j - (x ⬝ᵥ u j) • v j) := by
    intro x
    simp only [← smul_pairState_mulVec]
    funext i
    simp only [pairedSum, mulVec, dotProduct, Matrix.sum_apply, Finset.sum_apply, Finset.sum_mul]
    exact Finset.sum_comm
  constructor
  · rw [act]
    simp only [h.vv, hvu]
    simp
  · rw [act]
    simp only [h.uu, h.uv]
    simp
```

Orthonormality leaves one term of the sum: $C\bar v_m=s_mu_m$ and $C\bar u_m=-s_mv_m$.

```lean
/-- Canonical paired form: a complex matrix is antisymmetric exactly when it is a finite sum of
pair states with positive amplitudes and all orbitals together orthonormal. -/
theorem antisymmetric_iff_paired (C : Matrix n n ℂ) :
    Cᵀ = -C ↔ ∃ (k : ℕ) (s : Fin k → ℝ) (u v : Fin k → n → ℂ),
      (∀ m, 0 < s m) ∧ OrthonormalPairs u v ∧ C = pairedSum s u v := by
  constructor
  swap
  · rintro ⟨k, s, u, v, -, -, rfl⟩
    exact pairedSum_transpose s u v
  intro hC
  have hN : Fintype.card n <
      Module.finrank ℂ (LinearMap.ker C.mulVecLin) + (Fintype.card n + 1) := by omega
  generalize Fintype.card n + 1 = N at hN
  -- induction on a bound for the dimension outside the kernel
  induction N generalizing C with
  | zero =>
    have h1 := Submodule.finrank_le (LinearMap.ker C.mulVecLin)
    rw [Module.finrank_fintype_fun_eq_card] at h1
    omega
  | succ N ih =>
    by_cases h0 : C = 0
    · refine ⟨0, fun m => m.elim0, fun m => m.elim0, fun m => m.elim0, fun m => m.elim0,
        ⟨fun m => m.elim0, fun m => m.elim0, fun m => m.elim0⟩, ?_⟩
      simp [h0, pairedSum]
    obtain ⟨s₀, u₀, v₀, h⟩ := exists_pairedOrbitals hC h0
    obtain ⟨hu, hv, hlt⟩ := deflation hC h
    have hD : (C - (s₀ : ℂ) • pairState u₀ v₀)ᵀ = -(C - (s₀ : ℂ) • pairState u₀ v₀) := by
      have hP : (pairState u₀ v₀)ᵀ = -pairState u₀ v₀ := by
        ext i j
        simp only [pairState, Matrix.transpose_apply, Matrix.neg_apply, Matrix.sub_apply,
          vecMulVec_apply]
        ring
      rw [Matrix.transpose_sub, Matrix.transpose_smul, hP, hC]
      module
    obtain ⟨k, s, u, v, hs, ho, hsum⟩ := ih _ hD (by
      have := Submodule.finrank_lt_finrank_of_lt hlt
      omega)
    -- the remaining orbitals are orthogonal to the pair removed
    rw [hsum] at hu hv
    have K : ∀ m, PairedOrbitals (pairedSum s u v) (s m) (u m) (v m) := fun m =>
      ⟨hs m, by simp [ho.uu], by simp [ho.vv], ho.uv m m,
        (pairedSum_mulVec s ho m).1, (pairedSum_mulVec s ho m).2⟩
    have a := fun m => kernel_orthogonal (pairedSum_transpose s u v) (K m) hu
    have b := fun m => kernel_orthogonal (pairedSum_transpose s u v) (K m) hv
    have a1 : ∀ m, star (u m) ⬝ᵥ u₀ = 0 := fun m => by
      rw [Matrix.star_dotProduct, (a m).1, star_zero]
    have b1 : ∀ m, star (u m) ⬝ᵥ v₀ = 0 := fun m => by
      rw [Matrix.star_dotProduct, (b m).1, star_zero]
    have b2 : ∀ m, star (v m) ⬝ᵥ v₀ = 0 := fun m => by
      rw [Matrix.star_dotProduct, (b m).2, star_zero]
    have hz : ∀ i : Fin k, (0 : Fin (k + 1)) ≠ i.succ := fun i => (Fin.succ_ne_zero i).symm
    refine ⟨k + 1, Fin.cons s₀ s, Fin.cons u₀ u, Fin.cons v₀ v, ?_, ⟨?_, ?_, ?_⟩, ?_⟩
    · intro m
      cases m using Fin.cases <;> simp [h.pos, hs]
    · intro i j
      cases i using Fin.cases <;> cases j using Fin.cases <;>
        simp [h.uu, ho.uu, fun m => (a m).1, a1, hz]
    · intro i j
      cases i using Fin.cases <;> cases j using Fin.cases <;>
        simp [h.vv, ho.vv, fun m => (b m).2, b2, hz]
    · intro i j
      cases i using Fin.cases <;> cases j using Fin.cases <;>
        simp [h.uv, ho.uv, fun m => (a m).2, b1]
    · rw [pairedSum, Fin.sum_univ_succ]
      simp only [Fin.cons_zero, Fin.cons_succ]
      exact sub_eq_iff_eq_add'.mp hsum
```

The theorem says that $C^T=-C$ holds exactly when $C$ is a paired sum with all $s_m>0$ and all orbitals orthonormal. It claims no uniqueness.

From right to left, transpose the sum. From left to right, use induction on a bound `N` for the dimension outside the kernel. If $C=0$, take no terms. Otherwise remove a pair $u_0,v_0$. The remainder $D$ is antisymmetric with a larger kernel, so by induction it is a paired sum. Since $D$ annihilates $\bar u_0$ and $\bar v_0$, `kernel_orthogonal`, applied to $D$ and each of its pairs, makes $u_0,v_0$ orthogonal to all the other orbitals. `Fin.cons` puts the removed pair at the front of the list.

## Equal occupations of partners

```lean
/-- For orthonormal pairs, the one-particle matrix `C Cᴴ` of the paired sum is diagonal in the
paired orbitals, with the same weight `s m ^ 2` on both partners. -/
theorem density_paired {k : ℕ} (s : Fin k → ℝ) {u v : Fin k → n → ℂ}
    (h : OrthonormalPairs u v) :
    pairedSum s u v * (pairedSum s u v)ᴴ = ∑ m, (s m : ℂ) ^ 2 •
      (vecMulVec (u m) (star (u m)) + vecMulVec (v m) (star (v m))) := by
  have hH : (pairedSum s u v)ᴴ = ∑ m, (s m : ℂ) •
      (vecMulVec (star (v m)) (star (u m)) - vecMulVec (star (u m)) (star (v m))) := by
    ext i j
    simp only [pairedSum, pairState, Matrix.conjTranspose_apply, Matrix.sum_apply, star_sum,
      Matrix.smul_apply, Matrix.sub_apply, vecMulVec_apply]
    refine Finset.sum_congr rfl fun m _ => ?_
    have hs : star (s m : ℂ) = s m := Complex.conj_ofReal _
    simp only [smul_eq_mul, star_mul', star_sub, hs, Pi.star_apply]
    ring
  have hmul : ∀ (A : Matrix n n ℂ) (x y : n → ℂ),
      A * vecMulVec x y = vecMulVec (A *ᵥ x) y := by
    intro A x y
    ext i j
    simp only [Matrix.mul_apply, vecMulVec_apply, mulVec, dotProduct, Finset.sum_mul, mul_assoc]
  rw [hH, Finset.mul_sum]
  refine Finset.sum_congr rfl fun m _ => ?_
  rw [Matrix.mul_smul, Matrix.mul_sub, hmul, hmul, (pairedSum_mulVec s h m).1,
    (pairedSum_mulVec s h m).2]
  ext i j
  simp only [Matrix.smul_apply, Matrix.sub_apply, Matrix.add_apply, vecMulVec_apply,
    Pi.smul_apply, Pi.neg_apply, smul_eq_mul]
  ring
```

Since $C^\dagger=\sum_m s_m(\bar v_mu_m^\dagger-\bar u_mv_m^\dagger)$, the action of $C$ on the conjugated orbitals gives
$$CC^\dagger=\sum_m s_m^2\,(u_mu_m^\dagger+v_mv_m^\dagger).$$
For a normalised $\Psi$, the one-particle density matrix with trace 2 is $2CC^\dagger$, with occupations $2s_m^2$. For pure states of exactly two fermions in a finite basis, nonzero natural occupations therefore come in equal pairs, which restricts the density matrices such states can have.

```lean
/-- For orthonormal pairs, the trace of `C Cᴴ` is twice the sum of the squared amplitudes. -/
theorem trace_density_paired {k : ℕ} (s : Fin k → ℝ) {u v : Fin k → n → ℂ}
    (h : OrthonormalPairs u v) :
    Matrix.trace (pairedSum s u v * (pairedSum s u v)ᴴ) = 2 * ∑ m, (s m : ℂ) ^ 2 := by
  have ht : ∀ x : n → ℂ, Matrix.trace (vecMulVec x (star x)) = star x ⬝ᵥ x := fun x =>
    Finset.sum_congr rfl fun i _ => mul_comm _ _
  rw [density_paired s h, Matrix.trace_sum, Finset.mul_sum]
  refine Finset.sum_congr rfl fun m _ => ?_
  rw [Matrix.trace_smul, Matrix.trace_add, ht, ht, h.uu, h.vv, if_pos rfl, smul_eq_mul]
  ring

end TwoFermionPairedForm
```

Each $xx^\dagger$ has trace $\bar x\cdot x=1$, so the total is $2\sum_ms_m^2$. Normalisation of $\Psi$ means that this equals 1.

## Three orbitals in numbers, and real matrices

Take
$$C=\begin{pmatrix}0&3&4i\\-3&0&0\\-4i&0&0\end{pmatrix},\quad u=\begin{pmatrix}1\\0\\0\end{pmatrix},\quad v=\frac15\begin{pmatrix}0\\3\\4i\end{pmatrix}.$$
Then $C\bar v=5u$, $C\bar u=-5v$ and $C=5(uv^T-vu^T)$. The trace of $CC^\dagger$ is $2\cdot25=50$, which agrees with $\sum_{ij}|C_{ij}|^2=2(9+16)$. Dividing $C$ by $\sqrt{50}$ normalises the state and gives $s=1/\sqrt2$: a single determinant with both occupations equal to 1.

If $C$ is real, the same argument with a real eigenvector of $CC^T$ gives real orbitals throughout; this variant is argued here only informally.

```lean
#print axioms TwoFermionPairedForm.antisymmetric_iff_paired
-- 'TwoFermionPairedForm.antisymmetric_iff_paired' depends on axioms: [propext, Classical.choice, Quot.sound]
#print axioms TwoFermionPairedForm.trace_density_paired
-- 'TwoFermionPairedForm.trace_density_paired' depends on axioms: [propext, Classical.choice, Quot.sound]
```
